# Complex projectors of the same size are similar exactly when their traces agree

## Projectors in a non-orthogonal basis

Take a single Slater determinant whose occupied spin-orbitals are expanded in a finite, linearly independent set of atomic spin-orbitals that overlap. Let $C$ be the matrix whose columns are the coefficients of the occupied spin-orbitals, $M$ the overlap matrix of the basis, and $D = CC^\dagger$ the density matrix. Orthonormality of the occupied orbitals reads $C^\dagger M C = 1$, so the matrix $P = DM$ satisfies

$$P^2 = C\,(C^\dagger M C)\,C^\dagger M = CC^\dagger M = P .$$

It is a projector, but in general it is not Hermitian. Passing to the symmetrically orthonormalised basis replaces it by $M^{1/2} P M^{-1/2} = M^{1/2} D M^{1/2}$, which is Hermitian. The entries have changed and so has the symmetry of the matrix, while the trace is still the number of occupied spin-orbitals.

This raises two questions. If two projectors have the same trace, is there always a change of basis that turns one into the other? And does a general change of basis preserve anything about a projector besides its trace?

## Equal trace as a criterion for similarity

Let $P$ and $Q$ be complex matrices indexed by the same finite set of basis states, with $P^2 = P$ and $Q^2 = Q$. Then

$$\operatorname{tr} P = \operatorname{tr} Q \quad\Longleftrightarrow\quad Q = S P S^{-1} \text{ for some invertible } S .$$

In Lean this is `trace_eq_iff_similar`. The finite type `n` labels the basis states, and `Matrix n n ℂ` is the type of operators written in that basis. The hypotheses `hP : P * P = P` and `hQ : Q * Q = Q` say that both matrices are projectors. Hermiticity is not assumed, so non-Hermitian matrices such as $DM$ are included.

The relation on the right is named `Similar P Q`. Its change of basis `S` has type `(Matrix n n ℂ)ˣ`, the units of the matrix ring: such an element carries a two-sided inverse with it, and `↑S⁻¹` is that inverse regarded as a matrix. The convention is $Q = SPS^{-1}$, with $S$ on the left.

The matrix $S$ is invertible but need not be unitary, so similarity may change norms, angles and Hermiticity. The theorem concerns finite matrices only; a projector of infinite rank on a Hilbert space has no finite trace to compare.

For a single determinant in a finite basis, the result says that the number of occupied spin-orbitals fixes $DM$ up to a change of basis. This concerns the projector taken alone. The one-electron energy $\operatorname{tr}(Dh) = \operatorname{tr}(PM^{-1}h)$, where $h$ is the matrix of the one-electron Hamiltonian in the same basis, generally changes when $P$ is transformed while $M$ and $h$ are kept fixed.

## Splitting the space and matching the parts

Let $N$ be the number of basis states.

**Range and kernel.** Any vector $x$ can be written as

$$x = Px + (x - Px).$$

The first term lies in the range of $P$. The second lies in the kernel, because $P(x - Px) = Px - P^2x = 0$. The two subspaces meet only in zero: if $y = Pz$ and $Py = 0$, then $y = Pz = P^2 z = Py = 0$. The space is therefore the direct sum of the range and the kernel. On the range $P$ acts as the identity, since $P(Pz) = Pz$.

**Similar matrices have equal trace.** If $Q = SPS^{-1}$, cyclicity gives

$$\operatorname{tr} Q = \operatorname{tr}(SPS^{-1}) = \operatorname{tr}(S^{-1}SP) = \operatorname{tr} P .$$

This settles one direction, and it does not use idempotency.

**The trace counts states.** Let $r$ be the dimension of the range of $P$. Choose a basis $u_1,\dots,u_r$ of the range and a basis $v_1,\dots,v_{N-r}$ of the kernel; either list may be empty. In the combined basis $P$ is diagonal, with $r$ ones followed by $N-r$ zeros. The trace does not depend on the basis, so $\operatorname{tr} P = r$.

**Construction of $S$.** Suppose $\operatorname{tr} P = \operatorname{tr} Q$. Then the ranges of $P$ and $Q$ have the same dimension $r$, and both kernels have dimension $N - r$. Choose bases $u'_k$ and $v'_k$ of the range and kernel of $Q$, and define a linear map by

$$S u_k = u'_k, \qquad S v_k = v'_k .$$

It sends a basis to a basis, so it is invertible. Write any $x$ as $u + v$, with $u$ in the range of $P$ and $v$ in its kernel. Then $Su$ lies in the range of $Q$ and $Sv$ in its kernel, and

$$SPx = Su, \qquad QSx = Q(Su) + Q(Sv) = Su .$$

Hence $SP = QS$, and multiplication by $S^{-1}$ from the right gives $Q = SPS^{-1}$.

## Invariants, occupations and two small examples

**Every invariant is a function of the trace.** Let $F$ assign a value of any kind to each matrix, and suppose that $F(P) = F(Q)$ whenever $P$ and $Q$ are similar projectors. For each number $t$ that occurs as the trace of a projector, choose one projector $R_t$ with that trace and set $g(t) = F(R_t)$. For other $t$ the value of $g$ is immaterial. A projector $P$ with trace $t$ is similar to $R_t$, so $F(P) = g(\operatorname{tr} P)$. The theorem `invariant_factors_through_trace` states this with an arbitrary type `α` of values. It is the precise sense in which the trace is the only similarity invariant of a projector: any other invariant can be computed from it.

**Comparison with a set of occupied basis states.** For a set $s$ of basis states, `occupation s` is the diagonal matrix with entry 1 for each state in $s$ and 0 for the others. It is a projector with trace $|s|$, the number of states in $s$. By the criterion, a projector $P$ is similar to it exactly when $\operatorname{tr} P = |s|$, which is `similar_occupation_iff`. Only the size of $s$ matters, not which states it contains.

**A nilpotent matrix.** The matrix

$$\begin{pmatrix} 0 & 1 \\ 0 & 0 \end{pmatrix}$$

has trace zero, like the zero projector. But $S\,0\,S^{-1} = 0$ for every $S$, so the two are not similar. Equal traces thus do not imply similarity when one of the matrices fails to be idempotent. This is `nilpotent_not_similar_zero`.

**A family of oblique projectors.** For any complex $c$ let

$$P_c = \begin{pmatrix} 1 & c \\ 0 & 0 \end{pmatrix}, \qquad S_c = \begin{pmatrix} 1 & c \\ 0 & 1 \end{pmatrix}.$$

Direct multiplication gives $P_c^2 = P_c$, and $P_c$ is Hermitian only for $c = 0$. Its trace is 1, so it must be similar to the projector onto the first basis state. The matrix $S_c$ shows this explicitly:

$$S_c P_c S_c^{-1} = \begin{pmatrix} 1 & c \\ 0 & 1 \end{pmatrix}\begin{pmatrix} 1 & 0 \\ 0 & 0 \end{pmatrix} = \begin{pmatrix} 1 & 0 \\ 0 & 0 \end{pmatrix}.$$

The theorem `trace_eq_iff_similar_witness` states the idempotency and the similarity for every `c`. The first basis state carries the index 0 in `Fin 2`, hence `occupation {0}`.

## The Lean file

```lean
import Mathlib

open Matrix Module

namespace ProjectorSimilarity

variable {n : Type*} [Fintype n] [DecidableEq n]

/-- Two matrices are similar if an invertible change of basis `S` turns `P` into
`Q = S P S⁻¹`. -/
def Similar (P Q : Matrix n n ℂ) : Prop :=
  ∃ S : (Matrix n n ℂ)ˣ, Q = (S : Matrix n n ℂ) * P * (↑S⁻¹ : Matrix n n ℂ)

/-- The diagonal projector onto the span of the basis states in the set `s`. -/
def occupation (s : Finset n) : Matrix n n ℂ :=
  Matrix.diagonal fun i => if i ∈ s then 1 else 0

/-- An idempotent linear map is a projection onto its range. -/
lemma isProj_range {V : Type*} [AddCommGroup V] [Module ℂ V] (f : V →ₗ[ℂ] V)
    (hf : ∀ x, f (f x) = f x) : LinearMap.IsProj (LinearMap.range f) f :=
  ⟨fun x => LinearMap.mem_range_self f x, by
    rintro _ ⟨y, rfl⟩
    exact hf y⟩

/-- Two idempotent linear maps on a finite-dimensional complex vector space whose ranges have the
same dimension are intertwined by an invertible linear map. -/
theorem exists_intertwiner {V : Type*} [AddCommGroup V] [Module ℂ V] [FiniteDimensional ℂ V]
    (f g : V →ₗ[ℂ] V) (hf : ∀ x, f (f x) = f x) (hg : ∀ x, g (g x) = g x)
    (h : finrank ℂ (LinearMap.range f) = finrank ℂ (LinearMap.range g)) :
    ∃ e : V ≃ₗ[ℂ] V, ∀ x, e (f x) = g (e x) := by
  have pf := isProj_range f hf
  have pg := isProj_range g hg
  -- the kernels have equal dimension as well
  have hk : finrank ℂ (LinearMap.ker f) = finrank ℂ (LinearMap.ker g) := by
    have h1 := LinearMap.finrank_range_add_finrank_ker f
    have h2 := LinearMap.finrank_range_add_finrank_ker g
    omega
  let a : LinearMap.range f ≃ₗ[ℂ] LinearMap.range g := LinearEquiv.ofFinrankEq _ _ h
  let b : LinearMap.ker f ≃ₗ[ℂ] LinearMap.ker g := LinearEquiv.ofFinrankEq _ _ hk
  let Ef := Submodule.prodEquivOfIsCompl _ _ pf.isCompl
  let Eg := Submodule.prodEquivOfIsCompl _ _ pg.isCompl
  -- glue the two isomorphisms along the splitting into range and kernel
  let e : V ≃ₗ[ℂ] V := (Ef.symm.trans (a.prodCongr b)).trans Eg
  have key : ∀ (u : LinearMap.range f) (v : LinearMap.ker f),
      e ((u : V) + (v : V)) = (a u : V) + (b v : V) := by
    intro u v
    have huv : (u : V) + (v : V) = Ef (u, v) := by simp [Ef]
    rw [huv]
    simp [e, Eg]
  refine ⟨e, fun x => ?_⟩
  let u : LinearMap.range f := ⟨f x, LinearMap.mem_range_self f x⟩
  let v : LinearMap.ker f := ⟨x - f x, by rw [LinearMap.mem_ker, map_sub, hf, sub_self]⟩
  have hx : (u : V) + (v : V) = x := add_sub_cancel (f x) x
  have h1 : e (f x) = (a u : V) := by
    have h0 := key u 0
    rw [map_zero, ZeroMemClass.coe_zero, ZeroMemClass.coe_zero, add_zero, add_zero] at h0
    exact h0
  have h2 := key u v
  rw [hx] at h2
  have h3 : g (a u : V) = (a u : V) := pg.map_id _ (a u).2
  have h4 : g (b v : V) = 0 := LinearMap.mem_ker.1 (b v).2
  rw [h1, h2, map_add, h3, h4, add_zero]

/-- Similar matrices have the same trace. -/
theorem Similar.trace_eq {P Q : Matrix n n ℂ} (h : Similar P Q) : P.trace = Q.trace := by
  obtain ⟨S, rfl⟩ := h
  rw [Matrix.trace_mul_cycle, Units.inv_mul, one_mul]

/-- Two projectors, orthogonal or oblique, have equal trace if and only if an invertible
change of basis turns one into the other. -/
theorem trace_eq_iff_similar {P Q : Matrix n n ℂ} (hP : P * P = P) (hQ : Q * Q = Q) :
    P.trace = Q.trace ↔ Similar P Q := by
  refine ⟨fun h => ?_, Similar.trace_eq⟩
  have idem : ∀ A : Matrix n n ℂ, A * A = A →
      ∀ x, Matrix.toLin' A (Matrix.toLin' A x) = Matrix.toLin' A x := by
    intro A hA x
    rw [Matrix.toLin'_apply, Matrix.toLin'_apply, Matrix.mulVec_mulVec, hA]
  -- the trace of an idempotent is the dimension of its range
  have tr : ∀ A : Matrix n n ℂ, A * A = A →
      A.trace = (finrank ℂ (LinearMap.range (Matrix.toLin' A)) : ℂ) := by
    intro A hA
    rw [← (isProj_range _ (idem A hA)).trace,
      LinearMap.trace_eq_matrix_trace ℂ (Pi.basisFun ℂ n),
      LinearMap.toMatrix_eq_toMatrix', LinearMap.toMatrix'_toLin']
  rw [tr P hP, tr Q hQ] at h
  obtain ⟨e, he⟩ := exists_intertwiner _ _ (idem P hP) (idem Q hQ) (Nat.cast_injective h)
  -- write the intertwiner and its inverse as matrices
  have e1 : (e : (n → ℂ) →ₗ[ℂ] (n → ℂ)) ∘ₗ (e.symm : (n → ℂ) →ₗ[ℂ] (n → ℂ))
      = LinearMap.id := LinearMap.ext fun x => by simp
  have e2 : (e.symm : (n → ℂ) →ₗ[ℂ] (n → ℂ)) ∘ₗ (e : (n → ℂ) →ₗ[ℂ] (n → ℂ))
      = LinearMap.id := LinearMap.ext fun x => by simp
  have e3 : (e : (n → ℂ) →ₗ[ℂ] (n → ℂ)) ∘ₗ Matrix.toLin' P
      = Matrix.toLin' Q ∘ₗ (e : (n → ℂ) →ₗ[ℂ] (n → ℂ)) := LinearMap.ext he
  let S : (Matrix n n ℂ)ˣ :=
    ⟨LinearMap.toMatrix' (e : (n → ℂ) →ₗ[ℂ] (n → ℂ)),
      LinearMap.toMatrix' (e.symm : (n → ℂ) →ₗ[ℂ] (n → ℂ)),
      by rw [← LinearMap.toMatrix'_comp, e1, LinearMap.toMatrix'_id],
      by rw [← LinearMap.toMatrix'_comp, e2, LinearMap.toMatrix'_id]⟩
  have hS : (S : Matrix n n ℂ) * P = Q * (S : Matrix n n ℂ) := by
    have h5 := congrArg LinearMap.toMatrix' e3
    rw [LinearMap.toMatrix'_comp, LinearMap.toMatrix'_comp, LinearMap.toMatrix'_toLin',
      LinearMap.toMatrix'_toLin'] at h5
    exact h5
  refine ⟨S, ?_⟩
  rw [hS, mul_assoc, Units.mul_inv, mul_one]

/-- Any quantity `F` that takes equal values on similar projectors is, on projectors,
a function of the trace alone. -/
theorem invariant_factors_through_trace {α : Type*} (F : Matrix n n ℂ → α)
    (hF : ∀ P Q, P * P = P → Q * Q = Q → Similar P Q → F P = F Q) :
    ∃ g : ℂ → α, ∀ P, P * P = P → F P = g P.trace := by
  classical
  -- evaluate `F` on a chosen projector of the given trace
  refine ⟨fun t => if h : ∃ P : Matrix n n ℂ, P * P = P ∧ P.trace = t
    then F h.choose else F 0, fun P hP => ?_⟩
  have h : ∃ R : Matrix n n ℂ, R * R = R ∧ R.trace = P.trace := ⟨P, hP, rfl⟩
  have hc := h.choose_spec
  simp only [dif_pos h]
  exact hF _ _ hP hc.1 ((trace_eq_iff_similar hP hc.1).1 hc.2.symm)

/-- A projector is similar to the diagonal projector onto the basis states in `s` if and only
if its trace is the number of states in `s`. -/
theorem similar_occupation_iff {P : Matrix n n ℂ} (hP : P * P = P) (s : Finset n) :
    Similar P (occupation s) ↔ P.trace = (s.card : ℂ) := by
  have hs : occupation s * occupation s = occupation s := by
    simp [occupation, Matrix.diagonal_mul_diagonal]
  have ht : (occupation s).trace = (s.card : ℂ) := by
    simp [occupation, Matrix.trace_diagonal]
  rw [← trace_eq_iff_similar hP hs, ht]

/-- The nilpotent matrix with a single off-diagonal entry has the same trace as the zero
projector but is not similar to it. -/
theorem nilpotent_not_similar_zero :
    (0 : Matrix (Fin 2) (Fin 2) ℂ).trace = (!![0, 1; 0, 0] : Matrix (Fin 2) (Fin 2) ℂ).trace ∧
      ¬ Similar (0 : Matrix (Fin 2) (Fin 2) ℂ) !![0, 1; 0, 0] := by
  refine ⟨by simp [Matrix.trace_fin_two], ?_⟩
  rintro ⟨S, hS⟩
  rw [mul_zero, zero_mul] at hS
  have h01 := congrFun (congrFun hS 0) 1
  simp at h01

/-- For every complex `c` the matrix with rows `(1, c)` and `(0, 0)` is idempotent, and it is
similar to the diagonal projector onto the first basis state. -/
theorem trace_eq_iff_similar_witness (c : ℂ) :
    (!![1, c; 0, 0] : Matrix (Fin 2) (Fin 2) ℂ) * !![1, c; 0, 0] = !![1, c; 0, 0] ∧
      Similar (!![1, c; 0, 0] : Matrix (Fin 2) (Fin 2) ℂ) (occupation {0}) := by
  have h : (!![1, c; 0, 0] : Matrix (Fin 2) (Fin 2) ℂ) * !![1, c; 0, 0] = !![1, c; 0, 0] := by
    ext i j
    fin_cases i <;> fin_cases j <;> simp [Matrix.mul_apply, Fin.sum_univ_succ]
  exact ⟨h, (similar_occupation_iff h {0}).2 (by simp [Matrix.trace_fin_two])⟩

end ProjectorSimilarity
```

```lean
#print axioms ProjectorSimilarity.invariant_factors_through_trace
#print axioms ProjectorSimilarity.nilpotent_not_similar_zero
```

```
'ProjectorSimilarity.invariant_factors_through_trace' depends on axioms: [propext, Classical.choice, Quot.sound]
'ProjectorSimilarity.nilpotent_not_similar_zero' depends on axioms: [propext, Classical.choice, Quot.sound]
```

## From the intertwining map to the matrix $S$

The lemma `isProj_range` puts idempotency into the form that Mathlib uses for projections: the map `f` sends every vector into its range and fixes every vector already there. Mathlib then supplies the direct-sum splitting as `pf.isCompl`.

The construction of $S$ takes place in `exists_intertwiner`, for linear maps `f` and `g` on an abstract finite-dimensional space. Rank–nullity for both maps, followed by `omega`, shows that the kernels have equal dimension. Instead of choosing bases by hand, the proof takes an isomorphism `a` between the ranges and an isomorphism `b` between the kernels, both of which exist because the dimensions agree. The equivalences `Ef` and `Eg` identify the whole space with pairs consisting of a range vector and a kernel vector. The map `e` splits a vector according to `f`, applies `a` and `b` to the two parts, and adds the results.

The statement `key` records this as $e(u + v) = a(u) + b(v)$. The proof then sets $u = f(x)$ and $v = x - f(x)$, as in the derivation. Here `h1` gives $e(f(x)) = a(u)$, `h3` says that `g` fixes $a(u)$, and `h4` says that `g` annihilates $b(v)$. The last rewrite combines them into $e(f(x)) = g(e(x))$.

The theorem `Similar.trace_eq` is the cyclicity argument: `Matrix.trace_mul_cycle` moves the inverse to the front, where it cancels against `S`.

In `trace_eq_iff_similar` that theorem provides the implication from similarity to equal trace. For the converse, `Matrix.toLin'` turns each matrix into the linear map it defines on column vectors, and `idem` transfers idempotency to that map. The inner statement `tr` identifies the trace of an idempotent matrix with the dimension of its range, using Mathlib's trace formula for projections. The hypothesis then becomes an equality of two natural numbers regarded as complex numbers, and `Nat.cast_injective` recovers the equality of the dimensions themselves.

With the dimensions equal, `exists_intertwiner` yields `e`. The remaining steps return to matrices. The statements `e1` and `e2` say that `e` and its inverse compose to the identity in either order, which is what is needed to build `S` as a unit. The statement `e3` is the intertwining relation for maps, and `hS` is its matrix form $SP = QS$. Substituting `hS` into $SPS^{-1}$ and cancelling gives $Q$.

The later theorems rest on this criterion, except for the nilpotent example, which is proved directly from the definition of similarity. In `invariant_factors_through_trace`, the representative $R_t$ is `h.choose`, and the function takes the value `F 0` where no projector has the given trace. The proof of `similar_occupation_iff` computes the square and the trace of the diagonal matrix and then rewrites with the main theorem. For the nilpotent matrix, the assumed similarity reduces to an equation with the zero matrix, and comparing the entries in row 0 and column 1 gives $1 = 0$. The oblique family is checked entry by entry for idempotency; its similarity then follows from `similar_occupation_iff` and the value of the trace, without the explicit matrix $S_c$.
